# Monopole and dipole truncation bounds for a one-dimensional augmentation form factor

## One charge element and one phase

In a Berry-phase calculation of the polarization, one needs overlaps between the cell-periodic parts of Bloch states whose wavevectors differ by a small step $b$. With ultrasoft or PAW potentials, the augmentation charge near each nucleus contributes to these overlaps. Apart from a common phase factor $e^{-ibX}$ for a nucleus at $X$, a charge element at position $x$ relative to the nucleus enters with the phase $e^{-ibx}$. Replacing this phase by 1 costs

$$|e^{-ibx}-1| = 2\,|\sin(bx/2)| \le |b|\,|x| .$$

If the charge lies within a distance $R$ of the nucleus, the error is at most $|b|R$ per unit of absolute charge, so that positive and negative parts do not cancel in the count. Keeping the next Taylor term, $-ibx$, makes the error quadratic in $b$.

The order matters because a string of wavevectors of fixed length has a number of links proportional to $1/|b|$. Errors of order $b$ on each link can therefore add up to an amount that survives as the mesh is refined.

## The bounds for an extended charge

Let $Q$ be a complex profile, continuous on $[-R,R]$, with $R\ge 0$ and $b$ real. Define

$$q(b)=\int_{-R}^{R}e^{-ibx}Q(x)\,dx,\qquad M_k=\int_{-R}^{R}x^kQ(x)\,dx,\qquad A=\int_{-R}^{R}|Q(x)|\,dx .$$

The monopole is $m=M_0$ and the dipole is $d=M_1$. For every natural number $n$,

$$\Big|q(b)-\sum_{k<n}\frac{(-ib)^k}{k!}M_k\Big|\le\frac{|b|^nR^n}{n!}A .$$

The orders $n=1$ and $n=2$ read

$$|q(b)-m|\le |b|RA,\qquad |q(b)-m+ibd|\le \tfrac12 b^2R^2A .$$

In the code, `formFactor Q R b` is $q(b)$, `moment Q R k` is $M_k$ and `absWeight Q R` is $A$. The function `Q : ℝ → ℂ` is defined on the whole line, but `hQ` asks for continuity only on the interval. Double bars denote the complex modulus. The sign convention is $e^{-ibx}$, and the moments carry no factor of the electron charge.

The model is one-dimensional. For a real augmentation sphere, $Q(x)$ stands for the three-dimensional charge integrated over the planes perpendicular to the wavevector step; that reduction is not part of the Lean proof.

## From the phase to the multipole series

Write $r_n(w)=e^w-\sum_{k<n}w^k/k!$ for the Taylor remainder. Differentiating term by term gives $r_{n+1}'=r_n$. We show by induction that, for real $t$,

$$|r_n(-it)|\le \frac{|t|^n}{n!}.$$

For $n=0$ this is $|e^{-it}|=1$. For the step, set $f(s)=r_{n+1}(-its)$ with $0\le s\le1$. Then $f(0)=0$ and $f'(s)=-it\,r_n(-its)$, so the induction hypothesis gives

$$|f'(s)|\le |t|\,\frac{|ts|^n}{n!}=\frac{|t|^{n+1}s^n}{n!}.$$

Integrating from 0 to 1 yields $|f(1)|\le|t|^{n+1}/(n+1)!$, which is the claim at order $n+1$.

Now put $t=bx$, multiply by $Q(x)$ and integrate. Since the sum is finite,

$$q(b)-\sum_{k<n}\frac{(-ib)^k}{k!}M_k=\int_{-R}^{R}r_n(-ibx)\,Q(x)\,dx .$$

The integrand has modulus at most $|b|^n|x|^n|Q(x)|/n!$, and $|x|\le R$ gives the multipole bound.

## Small steps and even charges

Since $q(0)=m$, dividing the dipole bound by $|b|$ for $b\neq0$ gives

$$\Big|\frac{q(b)-q(0)}{b}+id\Big|\le\tfrac12|b|R^2A\to0 ,$$

so $q'(0)=-id$.

If $Q(-x)=Q(x)$ on the interval, the substitution $x\mapsto-x$ gives $d=-d$, hence $d=0$. The monopole alone then has the quadratic error bound. The uniform profile $Q=1/(2R)$ with $R>0$ shows this: here $m=A=1$ and $q(b)=\sin(bR)/(bR)$ for $b\ne0$, which departs from 1 by $(bR)^2/6$ to leading order, within the bound $(bR)^2/2$.

## The error in a link element

A link element between neighbouring states is modelled as

$$L=s+\sum_{i,j}\beta_i^*\gamma_j\,q_{ij}(b),$$

where $s$ is the smooth overlap and $i,j$ run over finitely many projector channels. Here $\beta_i$ and $\gamma_j$ are the projector amplitudes of the two states, with the factor $e^{-ibX}$ for a nucleus at $X$ absorbed into them; in much of the literature $\beta_i$ denotes the projector function itself. Let $m_{ij}$, $d_{ij}$ and $A_{ij}$ be the monopole, dipole and absolute weight of channel pair $ij$. Replacing each $q_{ij}(b)$ by $m_{ij}-ibd_{ij}$ cancels $s$ in the difference, and the triangle inequality gives

$$|\Delta L|\le\sum_{i,j}|\beta_i||\gamma_j|\,\tfrac12b^2R^2A_{ij}.$$

All channels share the same $R$, and the smooth overlap and amplitudes are taken as exact. For electronic-structure practice, this bounds the effect of dipole-truncated augmentation on one link of a finite-channel, one-dimensional model: at fixed amplitudes, halving $b$ quarters the bound. Turning it into an error in the Berry phase would take a further argument, because a phase is sensitive to small changes when the overlap or overlap determinant is close to zero.

## The complete Lean source

```lean
import Mathlib

open Complex

namespace AugmentationBerryPhase

noncomputable section

/-- The form factor `q(b) = ∫ exp(-i b x) Q(x) dx` of an augmentation charge on `[-R, R]`. -/
def formFactor (Q : ℝ → ℂ) (R b : ℝ) : ℂ :=
  ∫ x in (-R)..R, Complex.exp (-(I * b) * x) * Q x

/-- The multipole moment `∫ x ^ k Q(x) dx`: the monopole for `k = 0`, the dipole for `k = 1`. -/
def moment (Q : ℝ → ℂ) (R : ℝ) (k : ℕ) : ℂ :=
  ∫ x in (-R)..R, (x : ℂ) ^ k * Q x

/-- The absolute weight `A = ∫ |Q(x)| dx` of the augmentation charge. -/
def absWeight (Q : ℝ → ℂ) (R : ℝ) : ℝ :=
  ∫ x in (-R)..R, ‖Q x‖

/-- The exponential minus the first `n` terms of its Taylor series. -/
def expRemainder (n : ℕ) (w : ℂ) : ℂ :=
  Complex.exp w - ∑ k ∈ Finset.range n, w ^ k / (Nat.factorial k : ℂ)

/-- A link matrix element between neighbouring Bloch states: the smooth overlap `s` plus the
augmentation terms `q i j`, weighted by the projector amplitudes `β` and `γ` of the two states. -/
def link {ι : Type*} [Fintype ι] (s : ℂ) (β γ : ι → ℂ) (q : ι → ι → ℂ) : ℂ :=
  s + ∑ i, ∑ j, starRingEnd ℂ (β i) * γ j * q i j

/-- Differentiating the Taylor remainder of the exponential lowers its order by one. -/
theorem hasDerivAt_expRemainder (n : ℕ) (w : ℂ) :
    HasDerivAt (expRemainder (n + 1)) (expRemainder n w) w := by
  have h : HasDerivAt
      (fun w : ℂ => ∑ k ∈ Finset.range (n + 1), w ^ k / (Nat.factorial k : ℂ))
      (∑ k ∈ Finset.range n, w ^ k / (Nat.factorial k : ℂ)) w := by
    induction n with
    | zero =>
      have e : (fun w : ℂ => ∑ k ∈ Finset.range (0 + 1), w ^ k / (Nat.factorial k : ℂ))
          = fun _ => 1 := by
        funext w
        simp
      rw [e, Finset.range_zero, Finset.sum_empty]
      exact hasDerivAt_const w 1
    | succ n ih =>
      have e : (fun w : ℂ => ∑ k ∈ Finset.range (n + 1 + 1), w ^ k / (Nat.factorial k : ℂ))
          = fun w => (∑ k ∈ Finset.range (n + 1), w ^ k / (Nat.factorial k : ℂ))
            + w ^ (n + 1) / (Nat.factorial (n + 1) : ℂ) := by
        funext w
        rw [Finset.sum_range_succ]
      rw [e, Finset.sum_range_succ _ n]
      refine ih.fun_add (((hasDerivAt_pow (n + 1) w).div_const _).congr_deriv ?_)
      have h1 : (n : ℂ) + 1 ≠ 0 := Nat.cast_add_one_ne_zero n
      have h2 : (Nat.factorial n : ℂ) ≠ 0 := Nat.cast_ne_zero.mpr (Nat.factorial_ne_zero n)
      rw [Nat.factorial_succ, Nat.add_sub_cancel]
      push_cast
      field_simp
  exact (Complex.hasDerivAt_exp w).fun_sub h

/-- A phase factor `exp(-i t)` differs from its first `n` Taylor terms by at most
`|t| ^ n / n!`. -/
theorem norm_expRemainder_le (n : ℕ) (t : ℝ) :
    ‖expRemainder n (-(I * t))‖ ≤ |t| ^ n / (Nat.factorial n : ℝ) := by
  induction n generalizing t with
  | zero =>
    have h : -(I * (t : ℂ)) = ((-t : ℝ) : ℂ) * I := by
      push_cast
      ring
    have h1 : ‖Complex.exp (-(I * (t : ℂ)))‖ = 1 := by
      rw [h, Complex.norm_exp_ofReal_mul_I]
    simp [expRemainder, h1]
  | succ n ih =>
    -- follow the remainder along the segment from 0 to -i t
    have hd : ∀ s : ℝ, HasDerivAt (fun s : ℝ => expRemainder (n + 1) (-(I * t) * s))
        (expRemainder n (-(I * t) * s) * (-(I * t))) s := by
      intro s
      have hl : HasDerivAt (fun s : ℝ => -(I * (t : ℂ)) * (s : ℂ)) (-(I * t)) s :=
        ((hasDerivAt_id s).ofReal_comp.const_mul (-(I * (t : ℂ)))).congr_deriv (by simp)
      exact (hasDerivAt_expRemainder n (-(I * t) * s)).comp s hl
    have hB : ∀ s : ℝ, HasDerivAt
        (fun s : ℝ => |t| ^ (n + 1) * s ^ (n + 1) / (Nat.factorial (n + 1) : ℝ))
        (|t| ^ (n + 1) * s ^ n / (Nat.factorial n : ℝ)) s := by
      intro s
      refine (((hasDerivAt_pow (n + 1) s).const_mul (|t| ^ (n + 1))).div_const _).congr_deriv ?_
      have h1 : (n : ℝ) + 1 ≠ 0 := Nat.cast_add_one_ne_zero n
      have h2 : (Nat.factorial n : ℝ) ≠ 0 := Nat.cast_ne_zero.mpr (Nat.factorial_ne_zero n)
      rw [Nat.factorial_succ, Nat.add_sub_cancel]
      push_cast
      field_simp
    have key := image_norm_le_of_norm_deriv_right_le_deriv_boundary (a := 0) (b := 1)
      (fun s _ => (hd s).continuousAt.continuousWithinAt)
      (fun s _ => (hd s).hasDerivWithinAt)
      (by simp [expRemainder, Finset.sum_range_succ']) hB
      (by
        intro s hs
        have e : -(I * (t : ℂ)) * s = -(I * ((t * s : ℝ) : ℂ)) := by
          push_cast
          ring
        have hz : ‖-(I * (t : ℂ))‖ = |t| := by simp
        rw [norm_mul, e, hz]
        calc _ ≤ |t * s| ^ n / (Nat.factorial n : ℝ) * |t| :=
              mul_le_mul_of_nonneg_right (ih (t * s)) (abs_nonneg t)
          _ = _ := by
              rw [abs_mul, abs_of_nonneg hs.1]
              ring)
      (Set.right_mem_Icc.mpr zero_le_one)
    simp only [Complex.ofReal_one, mul_one, one_pow] at key
    exact key

/-- For a continuous augmentation charge on `[-R, R]`, keeping the first `n` multipoles of the
form factor leaves an error of at most `|b| ^ n R ^ n A / n!`. -/
theorem multipole_truncation {Q : ℝ → ℂ} {R : ℝ} (hR : 0 ≤ R)
    (hQ : ContinuousOn Q (Set.Icc (-R) R)) (n : ℕ) (b : ℝ) :
    ‖formFactor Q R b
        - ∑ k ∈ Finset.range n, (-(I * b)) ^ k / (Nat.factorial k : ℂ) * moment Q R k‖
      ≤ |b| ^ n * R ^ n / (Nat.factorial n : ℝ) * absWeight Q R := by
  have hab : -R ≤ R := by linarith
  have hc : ∀ k : ℕ, ContinuousOn
      (fun x : ℝ => (-(I * (b : ℂ))) ^ k / (Nat.factorial k : ℂ) * ((x : ℂ) ^ k * Q x))
      (Set.Icc (-R) R) := fun k =>
    continuousOn_const.mul ((Complex.continuous_ofReal.pow k).continuousOn.mul hQ)
  have he : ContinuousOn (fun x : ℝ => Complex.exp (-(I * b) * x) * Q x) (Set.Icc (-R) R) :=
    (Complex.continuous_exp.comp
      (continuous_const.mul Complex.continuous_ofReal)).continuousOn.mul hQ
  -- collect the truncated series under one integral
  have hs : ∑ k ∈ Finset.range n, (-(I * (b : ℂ))) ^ k / (Nat.factorial k : ℂ) * moment Q R k
      = ∫ x in (-R)..R, ∑ k ∈ Finset.range n,
          (-(I * (b : ℂ))) ^ k / (Nat.factorial k : ℂ) * ((x : ℂ) ^ k * Q x) := by
    rw [intervalIntegral.integral_finsetSum
      (fun k _ => (hc k).intervalIntegrable_of_Icc hab)]
    simp only [intervalIntegral.integral_const_mul, moment]
  rw [hs, formFactor, ← intervalIntegral.integral_sub (he.intervalIntegrable_of_Icc hab)
    ((continuousOn_finsetSum _ fun k _ => hc k).intervalIntegrable_of_Icc hab),
    absWeight, ← intervalIntegral.integral_const_mul]
  refine intervalIntegral.norm_integral_le_of_norm_le hab
    (Filter.Eventually.of_forall fun x hx => ?_)
    ((continuousOn_const.mul hQ.norm).intervalIntegrable_of_Icc hab)
  have hz : -(I * ((b * x : ℝ) : ℂ)) = -(I * b) * x := by
    push_cast
    ring
  have e : Complex.exp (-(I * b) * x) * Q x - ∑ k ∈ Finset.range n,
        (-(I * (b : ℂ))) ^ k / (Nat.factorial k : ℂ) * ((x : ℂ) ^ k * Q x)
      = expRemainder n (-(I * ((b * x : ℝ) : ℂ))) * Q x := by
    rw [hz, expRemainder, sub_mul, Finset.sum_mul]
    congr 1
    exact Finset.sum_congr rfl fun k _ => by
      rw [mul_pow]
      ring
  have hxR : |x| ≤ R := abs_le.mpr ⟨hx.1.le, hx.2⟩
  rw [e, norm_mul]
  refine mul_le_mul_of_nonneg_right ((norm_expRemainder_le n (b * x)).trans ?_) (norm_nonneg _)
  rw [abs_mul, mul_pow]
  gcongr

/-- For a continuous augmentation charge on `[-R, R]`, replacing the form factor by the monopole
costs at most `|b| R A`. -/
theorem monopole_truncation {Q : ℝ → ℂ} {R : ℝ} (hR : 0 ≤ R)
    (hQ : ContinuousOn Q (Set.Icc (-R) R)) (b : ℝ) :
    ‖formFactor Q R b - moment Q R 0‖ ≤ |b| * R * absWeight Q R := by
  simpa using multipole_truncation hR hQ 1 b

/-- For a continuous augmentation charge on `[-R, R]`, keeping monopole and dipole leaves an
error of at most `b ^ 2 R ^ 2 A / 2`. -/
theorem dipole_truncation {Q : ℝ → ℂ} {R : ℝ} (hR : 0 ≤ R)
    (hQ : ContinuousOn Q (Set.Icc (-R) R)) (b : ℝ) :
    ‖formFactor Q R b - moment Q R 0 + I * b * moment Q R 1‖
      ≤ b ^ 2 * R ^ 2 * absWeight Q R / 2 := by
  have h := multipole_truncation hR hQ 2 b
  have e : formFactor Q R b - moment Q R 0 + I * b * moment Q R 1 = formFactor Q R b
      - ∑ k ∈ Finset.range 2, (-(I * b)) ^ k / (Nat.factorial k : ℂ) * moment Q R k := by
    simp only [Finset.sum_range_succ, Finset.sum_range_zero, pow_zero, pow_one,
      Nat.factorial_zero, Nat.factorial_one, Nat.cast_one, div_one]
    ring
  rw [e]
  refine h.trans_eq ?_
  rw [sq_abs, Nat.factorial_two]
  push_cast
  ring

/-- For a continuous augmentation charge on `[-R, R]`, the slope of the form factor at `b = 0`
is `-i` times the dipole. -/
theorem hasDerivAt_formFactor_zero {Q : ℝ → ℂ} {R : ℝ} (hR : 0 ≤ R)
    (hQ : ContinuousOn Q (Set.Icc (-R) R)) :
    HasDerivAt (formFactor Q R) (-(I * moment Q R 1)) 0 := by
  have h0 : formFactor Q R 0 = moment Q R 0 := by simp [formFactor, moment]
  have ho : Asymptotics.IsLittleO (nhds 0) (fun b : ℝ => b ^ 2) (fun b : ℝ => b) :=
    Asymptotics.isLittleO_pow_id one_lt_two
  rw [hasDerivAt_iff_isLittleO_nhds_zero]
  refine (Asymptotics.IsBigO.of_bound (R ^ 2 * absWeight Q R / 2)
    (Filter.Eventually.of_forall fun b => ?_)).trans_isLittleO ho
  have e : formFactor Q R (0 + b) - formFactor Q R 0 - b • (-(I * moment Q R 1))
      = formFactor Q R b - moment Q R 0 + I * b * moment Q R 1 := by
    rw [zero_add, h0, Complex.real_smul]
    ring
  rw [e, Real.norm_of_nonneg (sq_nonneg b)]
  exact (dipole_truncation hR hQ b).trans_eq (by ring)

/-- For a continuous augmentation charge that is even on `[-R, R]`, the monopole alone
reproduces the form factor up to `b ^ 2 R ^ 2 A / 2`. -/
theorem monopole_truncation_of_even {Q : ℝ → ℂ} {R : ℝ} (hR : 0 ≤ R)
    (hQ : ContinuousOn Q (Set.Icc (-R) R))
    (heven : ∀ x ∈ Set.Icc (-R) R, Q (-x) = Q x) (b : ℝ) :
    ‖formFactor Q R b - moment Q R 0‖ ≤ b ^ 2 * R ^ 2 * absWeight Q R / 2 := by
  -- reflection x ↦ -x reverses the sign of the dipole
  have h1 : ∫ x in (-R)..R, ((-x : ℝ) : ℂ) ^ 1 * Q (-x) = moment Q R 1 := by
    have h := intervalIntegral.integral_comp_neg (a := -R) (b := R)
      (fun x : ℝ => (x : ℂ) ^ 1 * Q x)
    rw [neg_neg] at h
    exact h
  have h2 : ∫ x in (-R)..R, ((-x : ℝ) : ℂ) ^ 1 * Q (-x) = -moment Q R 1 := by
    rw [moment, ← intervalIntegral.integral_neg]
    refine intervalIntegral.integral_congr fun x hx => ?_
    rw [Set.uIcc_of_le (by linarith)] at hx
    show ((-x : ℝ) : ℂ) ^ 1 * Q (-x) = -((x : ℂ) ^ 1 * Q x)
    rw [heven x hx]
    push_cast
    ring
  have h3 : moment Q R 1 = 0 := by linear_combination (1 / 2 : ℂ) * (h2 - h1)
  simpa only [h3, mul_zero, add_zero] using dipole_truncation hR hQ b

/-- For continuous augmentation charges on `[-R, R]`, truncating each form factor in a
Berry-phase link element after the dipole changes the element by at most the sum of the channel
errors `b ^ 2 R ^ 2 A / 2`, weighted by the moduli of the projector amplitudes. -/
theorem link_truncation {ι : Type*} [Fintype ι] {Q : ι → ι → ℝ → ℂ} {R : ℝ} (hR : 0 ≤ R)
    (hQ : ∀ i j, ContinuousOn (Q i j) (Set.Icc (-R) R)) (s : ℂ) (β γ : ι → ℂ) (b : ℝ) :
    ‖link s β γ (fun i j => formFactor (Q i j) R b)
        - link s β γ (fun i j => moment (Q i j) R 0 - I * b * moment (Q i j) R 1)‖
      ≤ ∑ i, ∑ j, ‖β i‖ * ‖γ j‖ * (b ^ 2 * R ^ 2 * absWeight (Q i j) R / 2) := by
  simp only [link, add_sub_add_left_eq_sub, ← Finset.sum_sub_distrib, ← mul_sub]
  refine norm_sum_le_of_le _ fun i _ => norm_sum_le_of_le _ fun j _ => ?_
  have h := dipole_truncation hR (hQ i j) b
  rw [sub_add] at h
  rw [norm_mul, norm_mul, RCLike.norm_conj]
  exact mul_le_mul_of_nonneg_left h (by positivity)

end

end AugmentationBerryPhase
```

```lean
#print axioms AugmentationBerryPhase.monopole_truncation
#print axioms AugmentationBerryPhase.hasDerivAt_formFactor_zero
#print axioms AugmentationBerryPhase.monopole_truncation_of_even
#print axioms AugmentationBerryPhase.link_truncation
```

```
'AugmentationBerryPhase.monopole_truncation' depends on axioms: [propext, Classical.choice, Quot.sound]
'AugmentationBerryPhase.hasDerivAt_formFactor_zero' depends on axioms: [propext, Classical.choice, Quot.sound]
'AugmentationBerryPhase.monopole_truncation_of_even' depends on axioms: [propext, Classical.choice, Quot.sound]
'AugmentationBerryPhase.link_truncation' depends on axioms: [propext, Classical.choice, Quot.sound]
```

## Controlling the Taylor remainder in Lean

`hasDerivAt_expRemainder` is the identity $r_{n+1}'=r_n$. It differentiates the Taylor polynomial by induction, splitting off the highest term with `Finset.sum_range_succ`; `field_simp` cancels the factor $n+1$ against the factorial. Subtracting the result from the derivative of the exponential finishes the lemma.

`norm_expRemainder_le` is the induction for $|r_n(-it)|$. The clause `generalizing t` lets the induction hypothesis be used at $ts$ as well as at $t$. Inside the step, `hd` is the formula for $f'(s)$, and `hB` differentiates the comparison function $|t|^{n+1}s^{n+1}/(n+1)!$. Where the derivation above integrates $|f'|$, Lean applies a mean value inequality, `image_norm_le_of_norm_deriv_right_le_deriv_boundary`: a function that starts below its comparison function and whose derivative is bounded in norm by the comparison derivative stays below it. Evaluating at $s=1$ gives the result.

## From the remainder to the link element

In `multipole_truncation`, continuity supplies integrability. The equation `hs` moves the finite sum under the integral, and `e` identifies the combined integrand as $r_n(-ibx)Q(x)$. The lemma `intervalIntegral.norm_integral_le_of_norm_le` reduces the claim to a pointwise bound, where `gcongr` uses $|x|\le R$.

`monopole_truncation` and `dipole_truncation` are the cases $n=1$ and $n=2$, with the short sums written out. `hasDerivAt_formFactor_zero` uses the dipole bound to show that the deviation from the linear approximation is $O(b^2)$, hence $o(b)$, which is the definition of the derivative.

In `monopole_truncation_of_even`, `h1` and `h2` evaluate the reflected dipole integral in two ways, as $d$ and as $-d$; `h3` concludes that $d=0$. Finally, `link_truncation` cancels the smooth overlap, applies the triangle inequality to both sums with `norm_sum_le_of_le`, and inserts the dipole bound for each channel pair.
